# Spinor spherical harmonics as eigenvectors of σ·L for l ≥ 1

Set \(\hbar=1\). Fix an orbital quantum number \(l\), and describe an orbital state by its real amplitudes over the magnetic number \(\mu\). A spinor \(\psi\) has a spin-up component `ψ 0` and a spin-down component `ψ 1`. The total projection is the half-integer \(m=n+\tfrac12\), with \(n\) an integer.

In Lean 4 with Mathlib:

```lean
import Mathlib

open Matrix

namespace SpinorSphericalHarmonics

noncomputable section
```

The ladder operators enter through their standard matrix elements, which are taken as the definition and not derived from the functions \(Y_{l\mu}\):
\[
\langle \mu+1|L_+|\mu\rangle=\langle \mu|L_-|\mu+1\rangle=\sqrt{(l-\mu)(l+\mu+1)} .
\]

```lean
/-- Matrix element of `L₊` between the orbital states `μ` and `μ + 1` of angular momentum `l`. -/
def ladder (l : ℕ) (μ : ℤ) : ℝ := √(((l : ℝ) - μ) * (l + μ + 1))
```

With the Pauli matrices written out,
\[
\sigma\cdot L=\begin{pmatrix}L_z&L_-\\ L_+&-L_z\end{pmatrix}.
\]
Read at a given \(\mu\), the upper row takes the spin-down amplitude from \(\mu+1\), and the lower row takes the spin-up amplitude from \(\mu-1\).

```lean
/-- The operator `σ·L` on two-component spinors, each component being given by its amplitudes
over the magnetic quantum number `μ`: the rows are `L_z ψ↑ + L₋ ψ↓` and `L₊ ψ↑ - L_z ψ↓`. -/
def sigmaL (l : ℕ) (ψ : Fin 2 → ℤ → ℝ) : Fin 2 → ℤ → ℝ :=
  ![fun μ => μ * ψ 0 μ + ladder l μ * ψ 1 (μ + 1),
    fun μ => ladder l (μ - 1) * ψ 0 (μ - 1) - μ * ψ 1 μ]
```

A spinor of definite \(m\) has at most two nonzero amplitudes: spin up at \(\mu=n\) and spin down at \(\mu=n+1\).

```lean
/-- The spinor with spin-up amplitude `x 0` at `μ = n` and spin-down amplitude `x 1` at
`μ = n + 1`, so that `m = n + 1/2`. -/
def sector (n : ℤ) (x : Fin 2 → ℝ) : Fin 2 → ℤ → ℝ :=
  ![fun μ => if μ = n then x 0 else 0, fun μ => if μ = n + 1 then x 1 else 0]
```

On such a pair, \(L_z\) contributes \(n=m-\tfrac12\) and \(-(n+1)=-m-\tfrac12\) on the diagonal. The off-diagonal element is
\[
s=\sqrt{(l-n)(l+n+1)}=\sqrt{(l+\tfrac12)^2-m^2}.
\]

```lean
/-- The spin-flip coupling `s = √((l + 1/2)² - m²)`. -/
def coupling (l : ℕ) (m : ℝ) : ℝ := √(((l : ℝ) + 1 / 2) ^ 2 - m ^ 2)
```

The block is therefore
\[
M=\begin{pmatrix}m-\tfrac12&s\\ s&-m-\tfrac12\end{pmatrix}.
\]

```lean
/-- The two-by-two block of `σ·L` at fixed `l` and `m`. -/
def block (l : ℕ) (m : ℝ) : Matrix (Fin 2) (Fin 2) ℝ :=
  !![m - 1 / 2, coupling l m; coupling l m, -m - 1 / 2]
```

The proposed eigenvectors are labelled by the relativistic quantum number \(\kappa\), an integer in the code:
\[
v(\kappa)=\left(\operatorname{sign}(-\kappa)\sqrt{\frac{\kappa+\frac12-m}{2\kappa+1}},\ \sqrt{\frac{\kappa+\frac12+m}{2\kappa+1}}\right).
\]
In the usual labelling, \(\kappa=l\) is \(j=l-\tfrac12\) and \(\kappa=-(l+1)\) is \(j=l+\tfrac12\). The sign factor fixes the relative phase.

```lean
/-- The spin-angular coefficients for the relativistic quantum number `κ`. -/
def coeff (κ : ℤ) (m : ℝ) : Fin 2 → ℝ :=
  ![((-κ).sign : ℝ) * √(((κ : ℝ) + 1 / 2 - m) / (2 * κ + 1)),
    √(((κ : ℝ) + 1 / 2 + m) / (2 * κ + 1))]
```

Both vectors are built from two numbers,
\[
a=\sqrt{\frac{l+\frac12+m}{2l+1}},\qquad b=\sqrt{\frac{l+\frac12-m}{2l+1}},
\]
which are `amp l m` and `amp l (-m)`.

```lean
/-- The amplitude `√((l + 1/2 + m)/(2l + 1))`; the other one is obtained by `m → -m`. -/
def amp (l : ℕ) (m : ℝ) : ℝ := √(((l : ℝ) + 1 / 2 + m) / (2 * l + 1))
```

## Reduction to a two-by-two problem

The product of \(M\) with a pair \((x_0,x_1)\) is first written out by components.

```lean
/-- The block of `σ·L` written out on a pair of amplitudes. -/
theorem block_mulVec (l : ℕ) (m : ℝ) (x : Fin 2 → ℝ) :
    block l m *ᵥ x = ![(m - 1 / 2) * x 0 + coupling l m * x 1,
      coupling l m * x 0 + (-m - 1 / 2) * x 1] := by
  ext i
  fin_cases i <;> simp [block, Matrix.mulVec, dotProduct, Fin.sum_univ_two]
```

Applying \(\sigma\cdot L\) to a sector spinor gives a spinor in the same sector, with amplitudes \(Mx\). The proof identifies \(s\) with the ladder element, then compares amplitudes at the occupied \(\mu\) and at all others.

```lean
/-- `σ·L` preserves the sector `m = n + 1/2` and acts there as the two-by-two block. -/
theorem sigmaL_sector (l : ℕ) (n : ℤ) (x : Fin 2 → ℝ) :
    sigmaL l (sector n x) = sector n (block l (n + 1 / 2) *ᵥ x) := by
  have hc : coupling l ((n : ℝ) + 1 / 2) = ladder l n := by
    unfold coupling ladder
    congr 1
    ring
  rw [block_mulVec, hc]
  funext i μ
  fin_cases i
  · by_cases h : μ = n
    · subst h
      simp [sigmaL, sector]
    · simp [sigmaL, sector, h]
  · by_cases h : μ = n + 1
    · subst h
      simp [sigmaL, sector]
      ring
    · have h' : μ - 1 ≠ n := by omega
      simp [sigmaL, sector, h, h']
```

For \(\kappa=-(l+1)\), the numerators in \(v(\kappa)\) are \(-(l+\tfrac12+m)\) and \(-(l+\tfrac12-m)\), and the denominator is \(-(2l+1)\), so the minus signs cancel. Hence, for \(l\ge1\),
\[
v(l)=(-b,a),\qquad v(-(l+1))=(a,b).
\]

```lean
/-- The coefficients for `κ = l` and for `κ = -(l + 1)` in terms of the two amplitudes. -/
theorem coeff_eq (l : ℕ) (hl : 1 ≤ l) (m : ℝ) :
    coeff l m = ![-amp l (-m), amp l m] ∧
    coeff (-((l : ℤ) + 1)) m = ![amp l m, amp l (-m)] := by
  have hl0 : (0 : ℝ) ≤ l := Nat.cast_nonneg l
  constructor
  · have hs : (-(l : ℤ)).sign = -1 := Int.sign_eq_neg_one_of_neg (by omega)
    unfold coeff amp
    rw [hs, Int.cast_natCast, ← sub_eq_add_neg]
    norm_num
  · have hs : (-(-((l : ℤ) + 1))).sign = 1 := Int.sign_eq_one_of_pos (by omega)
    have hk : ((-((l : ℤ) + 1) : ℤ) : ℝ) = -((l : ℝ) + 1) := by simp
    have h1 : 2 * (-((l : ℝ) + 1)) + 1 ≠ 0 := ne_of_lt (by linarith)
    have h2 : 2 * (l : ℝ) + 1 ≠ 0 := ne_of_gt (by linarith)
    have e1 : (-((l : ℝ) + 1) + 1 / 2 - m) / (2 * (-((l : ℝ) + 1)) + 1)
        = ((l : ℝ) + 1 / 2 + m) / (2 * l + 1) := by
      rw [div_eq_div_iff h1 h2]; ring
    have e2 : (-((l : ℝ) + 1) + 1 / 2 + m) / (2 * (-((l : ℝ) + 1)) + 1)
        = ((l : ℝ) + 1 / 2 + -m) / (2 * l + 1) := by
      rw [div_eq_div_iff h1 h2]; ring
    unfold coeff amp
    rw [hs, hk, e1, e2, Int.cast_one, one_mul]
```

## Eigenvalues and orthonormality

Assume \(l\ge1\) and \(|m|\le l+\tfrac12\) throughout this section. The coupling then factorises as \(s=\sqrt{l+\tfrac12+m}\,\sqrt{l+\tfrac12-m}\). Multiplying by \(a\), and then exchanging \(m\) and \(-m\), gives
\[
sa=(l+\tfrac12+m)\,b,\qquad sb=(l+\tfrac12-m)\,a .
\]

```lean
/-- The coupling turns each amplitude into a multiple of the other. -/
theorem coupling_mul_amp (l : ℕ) (m : ℝ) (hm : |m| ≤ l + 1 / 2) :
    coupling l m * amp l m = (l + 1 / 2 + m) * amp l (-m) := by
  obtain ⟨h1, h2⟩ := abs_le.mp hm
  have hp : 0 ≤ (l : ℝ) + 1 / 2 + m := by linarith
  have hq : 0 ≤ (l : ℝ) + 1 / 2 + -m := by linarith
  -- the coupling factorises into the two numerators
  have hc : coupling l m = √((l : ℝ) + 1 / 2 + m) * √((l : ℝ) + 1 / 2 + -m) := by
    rw [← Real.sqrt_mul hp]
    unfold coupling
    congr 1
    ring
  unfold amp
  rw [hc, Real.sqrt_div hp, Real.sqrt_div hq]
  linear_combination (√((l : ℝ) + 1 / 2 + -m) / √(2 * (l : ℝ) + 1)) * Real.sq_sqrt hp
```

The numerators of \(a^2\) and \(b^2\) add up to \(2l+1\), so \(a^2+b^2=1\). Both vectors thus have unit length, and their overlap is \(-ba+ab=0\).

```lean
/-- The coefficient vectors for `κ = l` and `κ = -(l + 1)` are orthonormal. -/
theorem coeff_orthonormal (l : ℕ) (hl : 1 ≤ l) (m : ℝ) (hm : |m| ≤ l + 1 / 2) :
    coeff l m ⬝ᵥ coeff l m = 1 ∧
    coeff (-((l : ℤ) + 1)) m ⬝ᵥ coeff (-((l : ℤ) + 1)) m = 1 ∧
    coeff l m ⬝ᵥ coeff (-((l : ℤ) + 1)) m = 0 := by
  obtain ⟨h1, h2⟩ := abs_le.mp hm
  have hd : 0 < 2 * (l : ℝ) + 1 := by positivity
  have hab : amp l m ^ 2 + amp l (-m) ^ 2 = 1 := by
    unfold amp
    rw [Real.sq_sqrt (div_nonneg (by linarith) hd.le),
      Real.sq_sqrt (div_nonneg (by linarith) hd.le), ← add_div, div_eq_one_iff_eq hd.ne']
    ring
  rw [(coeff_eq l hl m).1, (coeff_eq l hl m).2]
  simp only [dotProduct, Fin.sum_univ_two]
  refine ⟨?_, ?_, ?_⟩
  · show -amp l (-m) * -amp l (-m) + amp l m * amp l m = 1
    linear_combination hab
  · show amp l m * amp l m + amp l (-m) * amp l (-m) = 1
    linear_combination hab
  · show -amp l (-m) * amp l m + amp l m * amp l (-m) = 0
    ring
```

For \(\kappa=l\), the two rows of \(Mv\) are
\[
-(m-\tfrac12)b+sa=(l+1)b,\qquad -sb-(m+\tfrac12)a=-(l+1)a,
\]
which is \(-(l+1)\,(-b,a)\). For \(\kappa=-(l+1)\) they are
\[
(m-\tfrac12)a+sb=la,\qquad sa-(m+\tfrac12)b=lb .
\]
In both cases the factor is \(-(\kappa+1)\), and it is an eigenvalue because \(v(\kappa)\) has unit length and so is not zero. Each `linear_combination` inserts one of the two coupling relations.

```lean
/-- For `κ = l` and `κ = -(l + 1)` the block of `σ·L` multiplies the coefficient vector by `-(κ +
1)`. -/
theorem block_coeff (l : ℕ) (hl : 1 ≤ l) (m : ℝ) (hm : |m| ≤ l + 1 / 2) (κ : ℤ)
    (hκ : κ = l ∨ κ = -((l : ℤ) + 1)) :
    block l m *ᵥ coeff κ m = (-((κ : ℝ) + 1)) • coeff κ m := by
  have h1 := coupling_mul_amp l m hm
  have h2 := coupling_mul_amp l (-m) (by rwa [abs_neg])
  have hc : coupling l (-m) = coupling l m := by unfold coupling; rw [neg_sq]
  rw [hc, neg_neg] at h2
  rcases hκ with rfl | rfl
  · rw [(coeff_eq l hl m).1, block_mulVec, Int.cast_natCast]
    ext i
    fin_cases i
    · show (m - 1 / 2) * -amp l (-m) + coupling l m * amp l m = -((l : ℝ) + 1) * -amp l (-m)
      linear_combination h1
    · show coupling l m * -amp l (-m) + (-m - 1 / 2) * amp l m = -((l : ℝ) + 1) * amp l m
      linear_combination (-1) * h2
  · have hk : -(((-((l : ℤ) + 1) : ℤ) : ℝ) + 1) = (l : ℝ) := by push_cast; ring
    rw [(coeff_eq l hl m).2, block_mulVec, hk]
    ext i
    fin_cases i
    · show (m - 1 / 2) * amp l m + coupling l m * amp l (-m) = (l : ℝ) * amp l m
      linear_combination h2
    · show coupling l m * amp l m + (-m - 1 / 2) * amp l (-m) = (l : ℝ) * amp l (-m)
      linear_combination h1
```

No other eigenvalue occurs. If \(Mx=ex\), then \((e-m+\tfrac12)x_0=sx_1\) and \((e+m+\tfrac12)x_1=sx_0\). Eliminating either component leaves
\[
(e-l)(e+l+1)\,x_i=0,
\]
and a nonzero \(x\) forces one factor to vanish.

```lean
/-- Conversely, every eigenvalue of the block of `σ·L` is `l` or `-(l + 1)`. -/
theorem block_eigenvalue (l : ℕ) (m : ℝ) (hm : |m| ≤ l + 1 / 2) (e : ℝ) (x : Fin 2 → ℝ)
    (hx : x ≠ 0) (h : block l m *ᵥ x = e • x) : e = l ∨ e = -((l : ℝ) + 1) := by
  obtain ⟨b1, b2⟩ := abs_le.mp hm
  have hs : coupling l m ^ 2 = ((l : ℝ) + 1 / 2) ^ 2 - m ^ 2 :=
    Real.sq_sqrt (by nlinarith)
  rw [block_mulVec] at h
  have h0 : (m - 1 / 2) * x 0 + coupling l m * x 1 = e * x 0 := congrFun h 0
  have h1 : coupling l m * x 0 + (-m - 1 / 2) * x 1 = e * x 1 := congrFun h 1
  -- eliminating one component leaves the characteristic polynomial times the other
  have k0 : ((e - l) * (e + l + 1)) * x 0 = 0 := by
    linear_combination (-(e + m + 1 / 2)) * h0 - coupling l m * h1 + x 0 * hs
  have k1 : ((e - l) * (e + l + 1)) * x 1 = 0 := by
    linear_combination (-(e - m + 1 / 2)) * h1 - coupling l m * h0 + x 1 * hs
  by_cases hp : (e - l) * (e + l + 1) = 0
  · rcases mul_eq_zero.mp hp with h | h
    · left; linarith
    · right; linarith
  · refine absurd ?_ hx
    ext i
    fin_cases i
    · exact (mul_eq_zero.mp k0).resolve_left hp
    · exact (mul_eq_zero.mp k1).resolve_left hp
```

## The eigenvalue equation for the full spinor

Placing \(v(\kappa)\) in its sector gives \(\Omega_{\kappa m}\), with
\[
\sigma\cdot L\,\Omega_{\kappa m}=-(\kappa+1)\,\Omega_{\kappa m}.
\]
The hypotheses \(-l\le n\) and \(n+1\le l\) say that both orbital states exist, which means \(|m|\le l-\tfrac12\). The theorem leaves out \(l=0\) and the stretched states \(m=\pm(l+\tfrac12)\) of \(j=l+\tfrac12\). For \(l\ge1\) the equation for the stretched states still follows from `sigmaL_sector` and `block_coeff` with \(\kappa=-(l+1)\), since these allow \(|m|=l+\tfrac12\). At that \(m\) the vector \(v(l)\) is not a physical state: its only nonzero amplitude lies at \(\mu=\pm(l+1)\), where there is no orbital state. The proof combines the sector reduction with the block equation and the linearity of the embedding.

```lean
/-- The spinor spherical harmonic with quantum numbers `κ` and `m = n + 1/2`, built from
orbital states `μ = n` and `μ = n + 1`, satisfies `σ·L Ω = -(κ + 1) Ω`. -/
theorem sigmaL_spinorHarmonic (l : ℕ) (hl : 1 ≤ l) (n : ℤ) (hn : -(l : ℤ) ≤ n)
    (hn' : n + 1 ≤ l) (κ : ℤ) (hκ : κ = l ∨ κ = -((l : ℤ) + 1)) :
    sigmaL l (sector n (coeff κ (n + 1 / 2))) =
      (-((κ : ℝ) + 1)) • sector n (coeff κ (n + 1 / 2)) := by
  have a1 : -(l : ℝ) ≤ n := by exact_mod_cast hn
  have a2 : (n : ℝ) + 1 ≤ l := by exact_mod_cast hn'
  have hm : |(n : ℝ) + 1 / 2| ≤ l + 1 / 2 := abs_le.mpr ⟨by linarith, by linarith⟩
  rw [sigmaL_sector, block_coeff l hl _ hm κ hκ]
  -- the embedding of the sector is linear
  generalize coeff κ ((n : ℝ) + 1 / 2) = x
  generalize -((κ : ℝ) + 1) = c
  funext i μ
  fin_cases i <;> simp [sector]

end

end SpinorSphericalHarmonics
```

```lean
#print axioms SpinorSphericalHarmonics.coeff_orthonormal
#print axioms SpinorSphericalHarmonics.block_eigenvalue
#print axioms SpinorSphericalHarmonics.sigmaL_spinorHarmonic
```

```
'SpinorSphericalHarmonics.coeff_orthonormal' depends on axioms: [propext, Classical.choice, Quot.sound]
'SpinorSphericalHarmonics.block_eigenvalue' depends on axioms: [propext, Classical.choice, Quot.sound]
'SpinorSphericalHarmonics.sigmaL_spinorHarmonic' depends on axioms: [propext, Classical.choice, Quot.sound]
```

In the one-electron Dirac equation with a central potential, this eigenvalue lets the number \(\kappa\) replace the angular operator, leaving coupled radial equations.

A program that tabulates these coefficients can be compared with a small case. For \(l=1\), \(m=\tfrac12\), the block has rows \((0,\sqrt2)\) and \((\sqrt2,-1)\), with
\[
v(1)=\left(-\sqrt{\tfrac13},\sqrt{\tfrac23}\right),\qquad v(-2)=\left(\sqrt{\tfrac23},\sqrt{\tfrac13}\right)
\]
at eigenvalues \(-2\) and \(1\). A numerical diagonaliser may return either vector with its overall sign reversed. This is the same physical state, but a matrix element between two different spinors changes sign when one of them does, so one choice of signs should be kept throughout a calculation, and it should be the formula's choice if such matrix elements are compared with ones computed from the formula.
